# Lorentzian-type and quadratic bounds on the rise of a Gaussian model inverse dielectric function above 1/ε

The model inverse dielectric function here is 1 − (1 − 1/ε) exp(−k²/(4w²)), which equals 1/ε at k = 0 and describes screening that weakens as the wavenumber k grows. `rise_bounds` states that, for dielectric constant ε > 1, range-separation parameter w > 0 and every real k, the rise of this function above 1/ε is at least (1 − 1/ε) k²/(4w² + k²) and at most (1 − 1/ε) k²/(4w²). The attempt sets x = k²/(4w²), so that the rise becomes (1 − 1/ε)(1 − exp(−x)). Both bounds then come from the inequality 1 + y ≤ exp(y), taken at y = x for the lower one and at y = −x for the upper.

In Lean, a first try:

```lean
import Mathlib

open Filter Topology Set

namespace ModelInverseDielectric

noncomputable section

/-- The model inverse dielectric function at wavenumber `k`, with dielectric constant `ε`
and range-separation parameter `w`. -/
def invDielectric (ε w k : ℝ) : ℝ :=
  1 - (1 - 1 / ε) * Real.exp (-k ^ 2 / (4 * w ^ 2))

/-- For a dielectric constant above one, the screened fraction `1 - 1/ε` is positive. -/
theorem screened_fraction_pos {ε : ℝ} (hε : 1 < ε) : 0 < 1 - 1 / ε := by
  have h : 1 / ε < 1 := (div_lt_one (by linarith)).mpr hε
  linarith

/-- For `ε > 1` and `w > 0`, at every wavenumber the rise of the model above `1/ε` lies between a
Lorentzian-type lower bound and a quadratic upper bound. -/
theorem rise_bounds {ε w : ℝ} (hε : 1 < ε) (hw : 0 < w) (k : ℝ) :
    (1 - 1 / ε) * (k ^ 2 / (4 * w ^ 2 + k ^ 2)) ≤ invDielectric ε w k - 1 / ε ∧
    invDielectric ε w k - 1 / ε ≤ (1 - 1 / ε) * (k ^ 2 / (4 * w ^ 2)) := by
  have hc := screened_fraction_pos hε
  obtain ⟨x, hx⟩ : ∃ x, x = k ^ 2 / (4 * w ^ 2) := ⟨_, rfl⟩
  have hx0 : 0 ≤ x := by rw [hx]; positivity
  have hk : k ^ 2 = x * (4 * w ^ 2) := (eq_div_iff (by positivity)).mp hx
  have hf : invDielectric ε w k - 1 / ε = (1 - 1 / ε) * (1 - Real.exp (-x)) := by
    unfold invDielectric
    rw [neg_div, ← hx]
    ring
  rw [hf, ← hx]
  constructor
  · apply mul_le_mul_of_nonneg_left _ hc.le
    -- exp(-x) (1 + x) ≤ exp(-x) exp(x) = 1
    have h1 : Real.exp (-x) * (x + 1) ≤ 1 := by
      calc Real.exp (-x) * (x + 1) ≤ Real.exp (-x) * Real.exp x :=
            mul_le_mul_of_nonneg_left (Real.add_one_le_exp x) (Real.exp_pos _).le
        _ = 1 := by rw [← Real.exp_add, neg_add_cancel, Real.exp_zero]
    rw [div_le_iff₀ (by positivity), hk]
    have h2 := mul_le_mul_of_nonneg_right h1 (by positivity : 0 ≤ 4 * w ^ 2)
    linarith
  · apply mul_le_mul_of_nonneg_left _ hc.le
    linarith [Real.add_one_le_exp (-x)]

end

end ModelInverseDielectric
```

Lean reports:

```
Main.lean:27:71: error: Application type mismatch: The argument
  hx
has type
  x = k ^ 2 / (4 * w ^ 2)
but is expected to have type
  npowRec 1 k = x * (4 * w ^ 2) / k
in the application
  (eq_div_iff ?m.268).mp hx
Main.lean:27:55: error: failed to prove positivity/nonnegativity/nonzeroness
```

After these edits no error is left:

```diff
@@ -25,5 +25,6 @@
   obtain ⟨x, hx⟩ : ∃ x, x = k ^ 2 / (4 * w ^ 2) := ⟨_, rfl⟩
   have hx0 : 0 ≤ x := by rw [hx]; positivity
-  have hk : k ^ 2 = x * (4 * w ^ 2) := (eq_div_iff (by positivity)).mp hx
+  have hw4 : 4 * w ^ 2 ≠ 0 := by positivity
+  have hk : k ^ 2 = x * (4 * w ^ 2) := ((eq_div_iff hw4).mp hx).symm
   have hf : invDielectric ε w k - 1 / ε = (1 - 1 / ε) * (1 - Real.exp (-x)) := by
     unfold invDielectric
```

What went wrong. Both errors come from the line proving `hk`, where an equation is written the wrong way round. `eq_div_iff` turns `a = b / c` into `a * c = b`, so from `hx` it gives `x * (4 * w ^ 2) = k ^ 2`, while `hk` asks for `k ^ 2 = x * (4 * w ^ 2)`.

Lean tried to match the lemma to the stated goal first. To read `k ^ 2` as a product `a * c`, it unfolded the power into `npowRec 1 k * k`, and so took `c` to be `k`. That is why the first message expects `hx` to be an equation with `k` as the denominator. The second message follows from the same choice: `positivity` was left to prove `k ≠ 0`, which does not follow from the hypotheses, since `k` may be zero.

In the repair, `.symm` reverses the lemma's result so that it agrees with `hk`. The new fact `hw4` states that `4 * w ^ 2` is nonzero, which `positivity` can prove from `0 < w`, and passing it to `eq_div_iff` fixes the intended denominator explicitly.
